# Finitely many isolated parallel line charges, each at zero field of the others, satisfy \((\sum_i q_i)^2=\sum_i q_i^2\)

Q: Suppose I ask a minimiser to place five parallel line charges, each \(+1\) or \(-1\), so that none of them feels a field from the others. It stops when every field is below \(10^{-6}\) and reports success, but some coordinates are in the hundreds of thousands. With a tighter tolerance the charges move further out. Is the solver bad, or is there nothing to find?

A: There is nothing to find. If \(n\) line charges at distinct points each feel zero field from the others, with no other source of field present, then the square of the total charge \(Q=\sum_i q_i\) equals \(\sum_i q_i^2\). For charges \(\pm1\) the second sum is \(n\), so \(n\) must be a perfect square, and five is not. The solver makes the fields small by making at least some of the distances large.

Q: Derive it by hand first. I will look at the code afterwards.

A: Let \(q_i\), the real charge per unit length of line \(i\), sit at the point \(z_i=x_i+\mathrm{i}y_i\) of the plane perpendicular to the lines. Up to the prefactor \(1/2\pi\varepsilon_0\), which we set to one, the other charges produce at \(z_i\) the complex field

\[
E_i=\sum_{j\neq i}\frac{q_j}{z_i-z_j}.
\]

Multiply by \(q_iz_i\) and sum over \(i\):

\[
S=\sum_i q_iz_iE_i=\sum_i\sum_{j\ne i}\frac{q_iq_jz_i}{z_i-z_j}.
\]

Exchanging the names \(i\) and \(j\) gives the same number,

\[
S=\sum_i\sum_{j\ne i}\frac{q_iq_jz_j}{z_j-z_i}.
\]

Add the two expressions. The denominators differ only by a sign, so

\[
2S=\sum_i\sum_{j\ne i}q_iq_j\,\frac{z_i-z_j}{z_i-z_j}=\sum_i\sum_{j\neq i}q_iq_j=Q^2-\sum_i q_i^2 .
\]

This holds for any distinct points, in equilibrium or not. If every \(E_i\) vanishes, then \(S=0\) and \(Q^2=\sum_iq_i^2\).

Q: Give me numbers.

A: Put charges \(+1\) at \(1\) and at \(-1\), and a charge \(-\tfrac12\) at \(0\). The field at \(1\) is \(\tfrac12-\tfrac12=0\), the field at \(-1\) vanishes by symmetry, and at \(0\) the two outer charges cancel. The total charge is \(\tfrac32\), with square \(\tfrac94\), and the squared charges add up to \(1+1+\tfrac14=\tfrac94\).

Now change the middle charge to \(-1\). The fields at \(1\), \(-1\) and \(0\) become \(-\tfrac12\), \(\tfrac12\) and \(0\), so \(2S=2(-\tfrac12-\tfrac12)=-2\). The other side is \(Q^2-\sum_iq_i^2=1-3=-2\). The equilibrium is gone, but the identity still holds.

Q: Now the formal version. What are the charges labelled by?

A: By any finite type `ι`, so the number of charges is arbitrary but finite.

```lean
import Mathlib

open Finset

namespace LineChargeEquilibrium

noncomputable section

variable {ι : Type*} [Fintype ι] [DecidableEq ι]
```

Q: And is the field really the electric field? A complex number is not a vector.

A: It encodes one. The quantity below is \(E_x-\mathrm{i}E_y\), the complex conjugate of the field vector written as a complex number. It vanishes exactly when both components vanish, which is all that equilibrium uses. The sum runs over `univ.erase i`, that is, over all charges except the \(i\)-th.

```lean
/-- The complex electric field at line charge `i` produced by all the other line charges,
in units where the prefactor is one. -/
def field (q : ι → ℝ) (z : ι → ℂ) (i : ι) : ℂ :=
  ∑ j ∈ univ.erase i, (q j : ℂ) / (z i - z j)
```

Q: Equilibrium should mean zero force, not zero field.

A: For a nonzero charge they are the same condition. The definition asks for zero field at every listed point, so at a point with \(q_i=0\) it asks for more than zero force. Such a point produces no field, so you can delete it from the list before applying the theorem.

```lean
/-- The field of the other charges vanishes at the position of every charge. -/
def IsEquilibrium (q : ι → ℝ) (z : ι → ℂ) : Prop :=
  ∀ i, field q z i = 0
```

Stability is not part of this definition, and neither is any external field, neutralising background or periodic image.

Q: The next lemma lets the sum include \(j=i\). That is an infinite self-field.

A: The definition of the field excludes it. The lemma only uses Lean's convention that division by zero gives zero, so including the extra term leaves the sum unchanged and makes the indices easier to exchange.

```lean
/-- For calculations the sum may run over all charges, since Lean sets the self-term to zero. -/
lemma field_eq_sum (q : ι → ℝ) (z : ι → ℂ) (i : ι) :
    field q z i = ∑ j, (q j : ℂ) / (z i - z j) := by
  unfold field
  exact Finset.sum_erase _ (by simp)
```

Q: Then show me where the pair cancellation happens.

A: In `key`, inside the proof of the virial identity. The hypothesis `Function.Injective z` says that different charges sit at different points.

```lean
/-- Virial identity: for line charges at distinct points, twice the sum of charge times position
times field is the squared total charge minus the sum of the squared charges. -/
theorem virial_identity (q : ι → ℝ) (z : ι → ℂ) (hz : Function.Injective z) :
    2 * ∑ i, (q i : ℂ) * z i * field q z i
      = (∑ i, (q i : ℂ)) ^ 2 - ∑ i, (q i : ℂ) ^ 2 := by
  have hT : ∑ i, (q i : ℂ) * z i * field q z i
      = ∑ i, ∑ j, (q i : ℂ) * z i * ((q j : ℂ) / (z i - z j)) := by
    simp only [field_eq_sum, Finset.mul_sum]
  -- the same double sum with the two charges exchanged
  have hS : ∑ i, (q i : ℂ) * z i * field q z i
      = ∑ i, ∑ j, (q j : ℂ) * z j * ((q i : ℂ) / (z j - z i)) := by
    rw [hT]
    exact Finset.sum_comm
  -- each pair contributes the product of its charges, whatever the distance
  have key : ∀ i j, (q i : ℂ) * z i * ((q j : ℂ) / (z i - z j))
      + (q j : ℂ) * z j * ((q i : ℂ) / (z j - z i))
      = (q i : ℂ) * q j - if i = j then (q i : ℂ) ^ 2 else 0 := by
    intro i j
    by_cases h : i = j
    · subst h
      rw [if_pos rfl, sub_self (z i), div_zero]
      ring
    · have hne : z i - z j ≠ 0 := sub_ne_zero.mpr (fun e => h (hz e))
      have hneg : z j - z i = -(z i - z j) := by ring
      rw [if_neg h, hneg, div_neg]
      calc _ = (q i : ℂ) * q j * ((z i - z j) / (z i - z j)) := by ring
        _ = _ := by rw [div_self hne]; ring
  rw [two_mul]
  calc _ = ∑ i, ∑ j, (q i : ℂ) * z i * ((q j : ℂ) / (z i - z j))
        + ∑ i, ∑ j, (q j : ℂ) * z j * ((q i : ℂ) / (z j - z i)) :=
        congrArg₂ (· + ·) hT hS
    _ = ∑ i, ∑ j, ((q i : ℂ) * z i * ((q j : ℂ) / (z i - z j))
        + (q j : ℂ) * z j * ((q i : ℂ) / (z j - z i))) := by
        simp only [Finset.sum_add_distrib]
    _ = ∑ i, ∑ j, ((q i : ℂ) * q j - if i = j then (q i : ℂ) ^ 2 else 0) :=
        Finset.sum_congr rfl fun i _ => Finset.sum_congr rfl fun j _ => key i j
    _ = _ := by
        simp only [Finset.sum_sub_distrib, Finset.sum_ite_eq, Finset.mem_univ, if_true]
        rw [sq (∑ i, (q i : ℂ)), Finset.sum_mul_sum]
```

`hT` writes \(S\) as a double sum, and `hS` writes it with the two charges exchanged, by `Finset.sum_comm`. For \(i\neq j\), `key` replaces \(z_j-z_i\) by \(-(z_i-z_j)\) and cancels the separation, which is nonzero because the points are distinct. For \(i=j\) both terms are zero, and the right side is written as \(q_iq_j\) minus \(q_i^2\), which is also zero. The final `calc` adds the two double sums, applies `key` to each pair, and recognises \(\sum_i\sum_jq_iq_j\) as \(Q^2\).

Q: That identity is between complex numbers. My charges are real.

A: They are real in the statement too, and are converted to complex numbers only to be combined with positions. The constraint itself comes back as an equation between real numbers.

```lean
/-- Charge constraint: for free line charges in equilibrium at distinct points, the square of
the total charge equals the sum of the squared charges. -/
theorem charge_constraint (q : ι → ℝ) (z : ι → ℂ) (hz : Function.Injective z)
    (he : IsEquilibrium q z) : (∑ i, q i) ^ 2 = ∑ i, q i ^ 2 := by
  have h := virial_identity q z hz
  have h0 : ∑ i, (q i : ℂ) * z i * field q z i = 0 :=
    Finset.sum_eq_zero fun i _ => by rw [he i, mul_zero]
  have h2 : (∑ i, (q i : ℂ)) ^ 2 = ∑ i, (q i : ℂ) ^ 2 := by
    linear_combination 2 * h0 - h
  exact_mod_cast h2
```

Here `h0` says that \(S=0\), because every field is zero. `linear_combination` subtracts the virial identity from twice that equation, and `exact_mod_cast` returns to the reals. With no charges, or with a single one, the theorem is true but says nothing new.

Q: If my charges satisfy the constraint, do I have an equilibrium?

A: Not necessarily. The constraint contains no positions, so it can rule out a set of charges but cannot certify an arrangement of them.

Q: What about the perfect square? The total charge is declared as a real number.

A: The next theorem supplies a natural number `m` with two properties: the number of charges is \(m^2\), and \(|Q|=m\). Its hypothesis `hq` says that each charge is \(1\) or \(-1\).

```lean
/-- If line charges at distinct points are in equilibrium and each is `1` or `-1`, their number is a
perfect square, namely the square of the absolute total charge. -/
theorem card_eq_sq_of_unit_charges (q : ι → ℝ) (z : ι → ℂ) (hz : Function.Injective z)
    (he : IsEquilibrium q z) (hq : ∀ i, q i = 1 ∨ q i = -1) :
    ∃ m : ℕ, Fintype.card ι = m ^ 2 ∧ |∑ i, q i| = m := by
  -- the total charge is an integer
  have hint : ∀ i, ∃ s : ℤ, q i = s := by
    intro i
    rcases hq i with h | h
    · exact ⟨1, by simp [h]⟩
    · exact ⟨-1, by simp [h]⟩
  choose s hs using hint
  obtain ⟨S, hS⟩ : ∃ S : ℤ, ∑ i, q i = S :=
    ⟨∑ i, s i, by push_cast; exact Finset.sum_congr rfl fun i _ => hs i⟩
  -- the sum of squares counts the charges
  have hone : ∀ i, q i ^ 2 = 1 := by
    intro i
    rcases hq i with h | h <;> rw [h] <;> norm_num
  have hc := charge_constraint q z hz he
  have hcount : ∑ i, q i ^ 2 = (Fintype.card ι : ℝ) := by simp [hone]
  rw [hcount, hS] at hc
  have hc' : S ^ 2 = (Fintype.card ι : ℤ) := by exact_mod_cast hc
  refine ⟨S.natAbs, ?_, ?_⟩
  · zify
    rw [sq_abs]
    exact hc'.symm
  · rw [hS, Nat.cast_natAbs, Int.cast_abs]
```

The proof first writes \(Q\) as an integer, since it is a sum of integers. The code calls this integer `S`; it is not the sum \(S\) of the derivation. Each \(q_i^2\) is one, so `hcount` turns the sum of squares into the number of charges. The constraint then says that the square of this integer, \(Q^2\), equals \(n\), and `m` is the absolute value of `S`. The signs are restricted as well: four charges with two of each sign have \(Q=0\) and are excluded, while three of one sign and one of the other pass the test.

Q: Charges of one sign should simply repel each other. Does the constraint know that?

A: Yes. The assumption `Nontrivial ι` means that there are at least two charges. If all are positive, each \(q_i\) is smaller than \(Q\). Multiplying by \(q_i\) and summing gives \(\sum_iq_i^2<Q^2\), which contradicts the constraint. The theorem below states this positive case. If all charges are negative, reversing every sign reverses every field, so zero fields stay zero and the positive case applies.

```lean
/-- Two or more positive line charges at distinct points are never in equilibrium. -/
theorem not_equilibrium_of_pos [Nontrivial ι] (q : ι → ℝ) (z : ι → ℂ)
    (hz : Function.Injective z) (hq : ∀ i, 0 < q i) : ¬ IsEquilibrium q z := by
  intro he
  have hc := charge_constraint q z hz he
  -- every single charge is smaller than the total charge
  have hlt : ∀ i, q i < ∑ j, q j := by
    intro i
    obtain ⟨j, hj⟩ := exists_ne i
    exact Finset.single_lt_sum hj (Finset.mem_univ i) (Finset.mem_univ j) (hq j)
      (fun k _ _ => (hq k).le)
  have hsum : ∑ i, q i ^ 2 < ∑ i, q i * ∑ j, q j := by
    apply Finset.sum_lt_sum_of_nonempty Finset.univ_nonempty
    intro i _
    nlinarith [mul_pos (hq i) (sub_pos.mpr (hlt i))]
  rw [← Finset.sum_mul, ← sq] at hsum
  linarith
```

`hlt` is the comparison of one charge with the total, `hsum` is the summed inequality, and `linarith` finds the contradiction.

Q: My remaining worry is that the hypotheses are so strict that no interesting arrangement satisfies them.

A: Four unit charges do. Put \(-1\) at the origin and \(+1\) at each of the three cube roots of unity. Then \(Q=2\) and \(Q^2=4\), the number of charges. Let \(w\) be the cube root in the upper half plane.

```lean
/-- The cube root of unity in the upper half plane. -/
def cubeRoot : ℂ := ⟨-1 / 2, √3 / 2⟩
```

The only algebraic property needed for the fields is \(w^2+w+1=0\), which is checked on the real and imaginary parts.

```lean
/-- The number `cubeRoot` solves `w ^ 2 + w + 1 = 0`. -/
lemma cubeRoot_eq : cubeRoot ^ 2 + cubeRoot + 1 = 0 := by
  apply Complex.ext <;>
  simp only [cubeRoot, sq, Complex.add_re, Complex.add_im, Complex.mul_re, Complex.mul_im,
    Complex.one_re, Complex.one_im, Complex.zero_re, Complex.zero_im] <;>
  nlinarith [Real.mul_self_sqrt (show (0 : ℝ) ≤ 3 by norm_num)]
```

The third root is \(w^2=-1-w\), and the code uses that form. At the origin the field is \(-(1+1/w+1/w^2)=-(1+w^2+w)=0\). At the point \(1\) we need two reciprocals. Since \((1-w)(2+w)=2-w-w^2=3\),

\[
\frac1{1-w}=\frac{2+w}{3},\qquad \frac1{1-w^2}=\frac1{2+w}=\frac{1-w}{3}.
\]

They add up to \(1\), which cancels the \(-1\) from the central charge. Rotation by a third of a turn carries this result to the other two roots.

```lean
/-- A charge `-1` at the origin and charges `1` at the three cube roots of unity sit at distinct
points and are in equilibrium. -/
theorem charge_constraint_witness :
    Function.Injective ![0, 1, cubeRoot, -1 - cubeRoot] ∧
    IsEquilibrium ![-1, 1, 1, 1] ![0, 1, cubeRoot, -1 - cubeRoot] := by
  constructor
  · intro i j hij
    fin_cases i <;> fin_cases j <;>
    first
      | rfl
      | (exfalso; norm_num [cubeRoot, Complex.ext_iff] at hij; done)
      | (exfalso; norm_num [cubeRoot, Complex.ext_iff] at hij
         linarith [Real.sqrt_pos.mpr (show (0 : ℝ) < 3 by norm_num)])
  · have h := cubeRoot_eq
    have p : ∀ a b : ℂ, a * b = 1 → ((1 : ℝ) : ℂ) / a = b := by
      intro a b hab
      rw [Complex.ofReal_one, one_div]
      exact inv_eq_of_mul_eq_one_right hab
    have m : ∀ a b : ℂ, a * b = 1 → ((-1 : ℝ) : ℂ) / a = -b := by
      intro a b hab
      rw [Complex.ofReal_neg, neg_div, p a b hab]
    generalize cubeRoot = w at h ⊢
    intro i
    rw [field_eq_sum, Fin.sum_univ_four]
    -- the field at each of the four charges
    fin_cases i
    · show ((-1 : ℝ) : ℂ) / (0 - 0) + ((1 : ℝ) : ℂ) / (0 - 1) + ((1 : ℝ) : ℂ) / (0 - w)
        + ((1 : ℝ) : ℂ) / (0 - (-1 - w)) = 0
      rw [p (0 - w) (1 + w) (by linear_combination -h),
        p (0 - (-1 - w)) (-w) (by linear_combination -h)]
      push_cast
      ring
    · show ((-1 : ℝ) : ℂ) / (1 - 0) + ((1 : ℝ) : ℂ) / (1 - 1) + ((1 : ℝ) : ℂ) / (1 - w)
        + ((1 : ℝ) : ℂ) / (1 - (-1 - w)) = 0
      rw [p (1 - w) ((2 + w) / 3) (by linear_combination (-1 / 3) * h),
        p (1 - (-1 - w)) ((1 - w) / 3) (by linear_combination (-1 / 3) * h)]
      push_cast
      ring
    · show ((-1 : ℝ) : ℂ) / (w - 0) + ((1 : ℝ) : ℂ) / (w - 1) + ((1 : ℝ) : ℂ) / (w - w)
        + ((1 : ℝ) : ℂ) / (w - (-1 - w)) = 0
      rw [m (w - 0) (-1 - w) (by linear_combination -h),
        p (w - 1) (-(2 + w) / 3) (by linear_combination (-1 / 3) * h),
        p (w - (-1 - w)) (-(2 * w + 1) / 3) (by linear_combination (-4 / 3) * h),
        sub_self, div_zero]
      ring
    · show ((-1 : ℝ) : ℂ) / (-1 - w - 0) + ((1 : ℝ) : ℂ) / (-1 - w - 1)
        + ((1 : ℝ) : ℂ) / (-1 - w - w) + ((1 : ℝ) : ℂ) / (-1 - w - (-1 - w)) = 0
      rw [m (-1 - w - 0) w (by linear_combination -h),
        p (-1 - w - 1) (-(1 - w) / 3) (by linear_combination (-1 / 3) * h),
        p (-1 - w - w) ((2 * w + 1) / 3) (by linear_combination (-4 / 3) * h),
        sub_self, div_zero]
      ring

end

end LineChargeEquilibrium
```

The first half checks that the four points are distinct by comparing coordinates. In the second half, `p` and `m` turn a product equal to one into the reciprocal it determines, for a charge \(+1\) and a charge \(-1\) respectively. `generalize` then forgets the coordinates of \(w\) and keeps only its quadratic equation. Lean computes all four fields separately instead of using the rotation.

```lean
#print axioms LineChargeEquilibrium.field_eq_sum
#print axioms LineChargeEquilibrium.card_eq_sq_of_unit_charges
#print axioms LineChargeEquilibrium.not_equilibrium_of_pos
```

```
'LineChargeEquilibrium.field_eq_sum' depends on axioms: [propext, Classical.choice, Quot.sound]
'LineChargeEquilibrium.card_eq_sq_of_unit_charges' depends on axioms: [propext, Classical.choice, Quot.sound]
'LineChargeEquilibrium.not_equilibrium_of_pos' depends on axioms: [propext, Classical.choice, Quot.sound]
```

Q: Back to my solver. What do I change?

A: Compute \(Q^2-\sum_iq_i^2\) before the search. If it is not zero, don't start. For charges with rounded decimal values, compare with a tolerance that suits the rounding.

The virial identity also tests the field routine. Choose random distinct points, compute the fields, and compare \(2\sum_iq_iz_iE_i\) with \(Q^2-\sum_iq_i^2\). A wrong sign in the separation shows up at once whenever the right side is nonzero. If the routine returns \(E_x+\mathrm{i}E_y\), conjugate it first, and divide out the prefactor \(1/2\pi\varepsilon_0\) if the routine includes it.

Q: And the coordinates in the hundreds of thousands?

A: Take absolute values in the identity, a step I add here by hand:

\[
\Bigl|Q^2-\sum_iq_i^2\Bigr|\le 2\sum_i|q_i|\,|z_i|\,|E_i| .
\]

For five charges \(\pm1\), \(Q^2\) is \(1\), \(9\) or \(25\), so the left side is at least \(4\). The right side is at most \(10\,\max_i|z_i|\,\max_i|E_i|\). With all fields below \(10^{-6}\), some charge must be more than \(4\times10^5\) length units from the origin. A stopping rule based on the field alone will accept such a configuration, so the rule should also look at the product of field and distance.

Q: Can I use the same check in a periodic simulation with Ewald sums?

A: Not as it stands. The result concerns a finite, isolated set of line charges with the \(1/(z_i-z_j)\) field. Periodic images and a background change the field, and point charges in three dimensions have a different distance law. The identity can serve as a test of an open-boundary, two-dimensional Coulomb routine.
